# An upper-band Bloch wave of the chain with alternating on-site energies

A single particle lives on an infinite chain with real nearest-neighbour hopping `t` and on-site energy `D` on even sites, `-D` on odd ones. For `D > 0` and every real `t` and `k`, the theorem states that an explicit, unnormalised plane wave with sublattice-dependent amplitude satisfies the stationary Schrödinger equation at energy √(D² + 4t² cos² k), and that it is nonzero at site 0. For the equation, the attempt works out how the alternating sign and the plane wave change under a shift by one site, then combines these facts with the formula for the squared energy. For the second claim, it bounds |2t cos k| by the band energy, so that the amplitude at site 0 is at least `D`.

This version doesn't compile in Lean 4 with Mathlib:

```lean
import Mathlib

open Complex (I)

namespace StaggeredChain

noncomputable section

/-- The staggered chain: hopping `t` between neighbouring sites and on-site energy
`D` on even sites, `-D` on odd sites. -/
def hamiltonian (D t : ℝ) (ψ : ℤ → ℂ) : ℤ → ℂ :=
  fun n => t * (ψ (n + 1) + ψ (n - 1)) + (-1) ^ n * D * ψ n

/-- The upper band `E(k) = √(D² + 4t² cos² k)`. -/
def band (D t k : ℝ) : ℝ := √(D ^ 2 + 4 * t ^ 2 * Real.cos k ^ 2)

/-- A plane wave of wave number `k` whose amplitude alternates between the two sublattices. -/
def blochWave (D t k : ℝ) : ℤ → ℂ :=
  fun n => (2 * t * (Real.cos k : ℂ) + (band D t k : ℂ) + (-1) ^ n * D) *
    Complex.exp (k * (n : ℂ) * I)

/-- The squared band energy is `D² + 4t² cos² k`. -/
theorem band_sq (D t k : ℝ) :
    band D t k ^ 2 = D ^ 2 + 4 * t ^ 2 * Real.cos k ^ 2 :=
  Real.sq_sqrt (by positivity)

/-- The Bloch wave solves the stationary Schrödinger equation of the chain with energy `E(k)`,
and for `D > 0` it does not vanish at site `0`. -/
theorem hamiltonian_blochWave {D : ℝ} (hD : 0 < D) (t k : ℝ) :
    hamiltonian D t (blochWave D t k) = (fun n => (band D t k : ℂ) * blochWave D t k n) ∧
      blochWave D t k 0 ≠ 0 := by
  constructor
  · funext n
    have hs : (-1 : ℂ) ^ n * (-1 : ℂ) ^ n = 1 := by
      rw [← mul_zpow]; norm_num
    have h1 : (-1 : ℂ) ^ (n + 1) = -(-1 : ℂ) ^ n := by
      rw [zpow_add₀ (by norm_num)]; simp
    have h2 : (-1 : ℂ) ^ (n - 1) = -(-1 : ℂ) ^ n := by
      rw [zpow_sub₀ (by norm_num)]; simp
    -- a shift by one site multiplies the plane wave by a phase
    have e1 : Complex.exp (k * ((n + 1 : ℤ) : ℂ) * I) =
        Complex.exp (k * (n : ℂ) * I) * Complex.exp (k * I) := by
      rw [← Complex.exp_add]; congr 1; push_cast; ring
    have e2 : Complex.exp (k * ((n - 1 : ℤ) : ℂ) * I) =
        Complex.exp (k * (n : ℂ) * I) * Complex.exp (-(k : ℂ) * I) := by
      rw [← Complex.exp_add]; congr 1; push_cast; ring
    have hc : Complex.exp (k * I) + Complex.exp (-(k : ℂ) * I) = 2 * (Real.cos k : ℂ) := by
      rw [Complex.ofReal_cos, Complex.cos]; ring
    have hE : (band D t k : ℂ) ^ 2 = (D : ℂ) ^ 2 + 4 * (t : ℂ) ^ 2 * (Real.cos k : ℂ) ^ 2 := by
      exact_mod_cast band_sq D t k
    simp only [hamiltonian, blochWave, h1, h2, e1, e2]
    generalize (-1 : ℂ) ^ n = s at hs ⊢
    linear_combination
      (t * (2 * t * (Real.cos k : ℂ) + (band D t k : ℂ) - s * D) *
        Complex.exp (k * (n : ℂ) * I)) * hc
      + ((D : ℂ) ^ 2 * Complex.exp (k * (n : ℂ) * I)) * hs
      - Complex.exp (k * (n : ℂ) * I) * hE
  · have h0 : blochWave D t k 0 = ((2 * t * Real.cos k + band D t k + D : ℝ) : ℂ) := by
      simp [blochWave]
    have hb : |2 * t * Real.cos k| ≤ band D t k :=
      Real.abs_le_sqrt (by nlinarith [sq_nonneg D])
    have hl := (abs_le.mp hb).1
    rw [h0, Complex.ofReal_ne_zero]
    linarith

end

end StaggeredChain
```

Messages:

```
Main.lean:38:52: error: unsolved goals
D : ℝ
hD : 0 < D
t k : ℝ
n : ℤ
hs : (-1) ^ n * (-1) ^ n = 1
h1 : (-1) ^ (n + 1) = -(-1) ^ n
⊢ (-1) ^ n / -1 = -(-1) ^ n
```

Diagnosis. The error lies in `h2`, the auxiliary fact that the sign (-1)ⁿ flips when `n` is lowered by one. Rewriting with `zpow_sub₀` turns the power of a difference into a quotient, `(-1) ^ n / (-1) ^ 1`. The `simp` that follows simplifies the denominator to `-1` but does not turn division by `-1` into a negation. It therefore stops at the goal shown in the message, `(-1) ^ n / -1 = -(-1) ^ n`, which is true but still unproved.

The repair replaces `simp` with explicit rewrites. `zpow_one` reduces the denominator to `-1`, `div_neg` moves its minus sign outside the quotient, and `div_one` removes the remaining division by 1. Both sides are then the same expression, and `rw` closes the goal by reflexivity.

Fix (accepted with no message):

```diff
@@ -37,5 +37,5 @@
       rw [zpow_add₀ (by norm_num)]; simp
     have h2 : (-1 : ℂ) ^ (n - 1) = -(-1 : ℂ) ^ n := by
-      rw [zpow_sub₀ (by norm_num)]; simp
+      rw [zpow_sub₀ (by norm_num), zpow_one, div_neg, div_one]
     -- a shift by one site multiplies the plane wave by a phase
     have e1 : Complex.exp (k * ((n + 1 : ℤ) : ℂ) * I) =
```
